# Orthochronous Lorentz maps carry circles on the sky onto circles

A Lorentz map acts on spacetime vectors, so its action on directions has to be defined. Here a direction is a unit vector x, represented by the lightlike vector (1, x) in units where the speed of light is 1. Its image is the spatial part of L(1, x) divided by the time component. This formula makes sense for any spatial vector x, because Lean sets 0⁻¹ = 0. That the divisor is positive on the unit sphere, and that the result is again a unit vector, are theorems below.

The vector x points along the light's travel, so an observer sees the source at −x. For a free massless quantum particle, the same map transforms the direction of the momentum label; spin and polarisation are not modelled.

## Spacetime, the sky and its circles

```lean
import Mathlib

open Matrix
open scoped Real

namespace CelestialCircles

noncomputable section

variable {n : ℕ}
```

The number n of space dimensions is an arbitrary natural number. The first line loads Mathlib, Lean's mathematical library.

```lean
/-- Spacetime with one time and `n` space dimensions. -/
abbrev Spacetime (n : ℕ) := ℝ × (Fin n → ℝ)
```

A spacetime vector is a pair u = (t, x) of a real number and a list of n real numbers. Lean writes `u.1` for t and `u.2` for x.

```lean
/-- The Minkowski product with signature `(+, -, ..., -)`. -/
def mink (u v : Spacetime n) : ℝ := u.1 * v.1 - u.2 ⬝ᵥ v.2
```

The Minkowski product, written ⟨u, v⟩ below, is

⟨(t, x), (s, y)⟩ = ts − x·y.

The symbol `⬝ᵥ` is the ordinary dot product. With this sign convention, a is spacelike when ⟨a, a⟩ < 0.

```lean
/-- A linear map that preserves the Minkowski product and whose time-time component is positive. -/
structure IsOrthochronous (L : Spacetime n →ₗ[ℝ] Spacetime n) : Prop where
  preserves : ∀ u v, mink (L u) (L v) = mink u v
  future : 0 < (L (1, 0)).1
```

The hypothesis on the linear map L has two parts. `preserves` says that ⟨Lu, Lv⟩ = ⟨u, v⟩ for all u and v. `future` says that the time component of L(1, 0) is positive, so that L keeps the direction of time. Spatial reflections are allowed.

```lean
/-- The celestial sphere: unit vectors of space. -/
def sky (n : ℕ) : Set (Fin n → ℝ) := {x | x ⬝ᵥ x = 1}
```

The sky is the set of x with x·x = 1.

```lean
/-- The spacetime vector `(1, x)`, for any spatial vector `x`. -/
def ray (x : Fin n → ℝ) : Spacetime n := (1, x)
```

This names the vector (1, x), which is lightlike when x is a unit vector.

```lean
/-- The aberration map: the spatial part of `L (1, x)` divided by its time component. -/
def aberr (L : Spacetime n →ₗ[ℝ] Spacetime n) (x : Fin n → ℝ) : Fin n → ℝ :=
  ((L (ray x)).1)⁻¹ • (L (ray x)).2
```

This is the map on directions, x ↦ x′, known as aberration.

```lean
/-- The directions `x` on the sky whose ray `(1, x)` is Minkowski-orthogonal to `a`. -/
def celestialCircle (a : Spacetime n) : Set (Fin n → ℝ) :=
  {x | x ∈ sky n ∧ mink a (ray x) = 0}
```

For a = (α, A), the celestial circle of a consists of the unit vectors x with

⟨a, (1, x)⟩ = α − A·x = 0.

When A ≠ 0, it is the sky cut by a plane, or by a hyperplane in general dimension. For spacelike a it is an ordinary circle when n = 3, a pair of points when n = 2, and empty when n = 1.

```lean
/-- The unit vectors `x` with `c ⬝ᵥ x = cos θ`. For a unit vector `c` and `0 ≤ θ ≤ π` these are the
directions at angle `θ` from `c`. -/
def angularCircle (c : Fin n → ℝ) (θ : ℝ) : Set (Fin n → ℝ) :=
  {x | x ∈ sky n ∧ c ⬝ᵥ x = Real.cos θ}
```

The same kind of set in angular terms: the unit vectors x with c·x = cos θ, where the axis c will be a unit vector.

## Light rays stay future-directed

```lean
lemma dot_sq_le (v w : Fin n → ℝ) : (v ⬝ᵥ w) ^ 2 ≤ (v ⬝ᵥ v) * (w ⬝ᵥ w) := by
  have h := Finset.sum_mul_sq_le_sq_mul_sq Finset.univ v w
  simpa only [dotProduct, sq] using h
```

This is the Cauchy–Schwarz inequality, (v·w)² ≤ (v·v)(w·w), taken from Mathlib's version for finite sums.

```lean
lemma mink_smul_right (a u : Spacetime n) (r : ℝ) : mink a (r • u) = r * mink a u := by
  simp only [mink, Prod.smul_fst, Prod.smul_snd, dotProduct_smul, smul_eq_mul]
  ring
```

A factor r in the second argument comes out of the product: ⟨a, ru⟩ = r⟨a, u⟩.

```lean
variable {L : Spacetime n →ₗ[ℝ] Spacetime n}

/-- An orthochronous Lorentz map gives every light ray `(1, x)` a positive time component. -/
theorem time_pos (h : IsOrthochronous L) {x : Fin n → ℝ} (hx : x ∈ sky n) :
    0 < (L (ray x)).1 := by
  have hx' : x ⬝ᵥ x = 1 := hx
  have hp := h.future
  have h1 := h.preserves (1, 0) (1, 0)
  have h2 := h.preserves (1, 0) (ray x)
  have h3 := h.preserves (ray x) (ray x)
  simp only [mink, ray, zero_dotProduct, hx', mul_one, sub_zero, sub_self] at h1 h2 h3 ⊢
  have cs := dot_sq_le (L (1, 0)).2 (L (1, x)).2
  by_contra hc
  have hw := not_lt.mp hc
  -- insert the three invariant products into Cauchy-Schwarz
  rw [show (L (1, 0)).2 ⬝ᵥ (L (1, 0)).2 = (L (1, 0)).1 * (L (1, 0)).1 - 1 by linarith,
    show (L (1, 0)).2 ⬝ᵥ (L (1, x)).2 = (L (1, 0)).1 * (L (1, x)).1 - 1 by linarith,
    show (L (1, x)).2 ⬝ᵥ (L (1, x)).2 = (L (1, x)).1 * (L (1, x)).1 by linarith] at cs
  nlinarith [mul_nonneg hp.le (neg_nonneg.mpr hw), sq_nonneg (L (1, x)).1]
```

Write L(1, 0) = (p, P) and L(1, x) = (w, W). The claim is w > 0. Invariance gives three equations, `h1`, `h2` and `h3` in the code:

p² − P·P = 1,

pw − P·W = 1,

w² − W·W = 0.

Inserting them into (P·W)² ≤ (P·P)(W·W) gives

(pw − 1)² ≤ (p² − 1)w²,

and hence

w² + 1 ≤ 2pw.

Since p > 0, the assumption w ≤ 0 would make the right side at most zero, a contradiction. The `rw` step does the insertion, and `nlinarith`, which searches for proofs of polynomial inequalities, finishes. For L = −1, which violates only `future`, one finds w = −1.

```lean
/-- The transformed ray is `L (1, x) = w (1, x')`, where `w` is its time component and `x'` is
the aberrated direction, again a unit vector. -/
theorem map_ray (h : IsOrthochronous L) {x : Fin n → ℝ} (hx : x ∈ sky n) :
    L (ray x) = (L (ray x)).1 • ray (aberr L x) ∧ aberr L x ∈ sky n := by
  have hw := time_pos h hx
  have hx' : x ⬝ᵥ x = 1 := hx
  constructor
  · refine Prod.ext (mul_one _).symm ?_
    show (L (ray x)).2 = (L (ray x)).1 • (((L (ray x)).1)⁻¹ • (L (ray x)).2)
    rw [smul_smul, mul_inv_cancel₀ hw.ne', one_smul]
  · have h3 : (L (ray x)).1 * (L (ray x)).1 - (L (ray x)).2 ⬝ᵥ (L (ray x)).2
        = 1 * 1 - x ⬝ᵥ x := h.preserves (ray x) (ray x)
    have h4 : (L (ray x)).2 ⬝ᵥ (L (ray x)).2 = (L (ray x)).1 * (L (ray x)).1 := by linarith
    show aberr L x ⬝ᵥ aberr L x = 1
    simp only [aberr, smul_dotProduct, dotProduct_smul, smul_eq_mul, h4]
    field_simp
```

Now the division is legitimate. With x′ = W/w,

L(1, x) = w(1, x′),

x′·x′ = (W·W)/w² = 1.

The two halves of the proof are these two lines.

```lean
/-- If `L (1, x) = w (1, y)` with `w` nonzero, then the aberration map sends `x` to `y`. -/
theorem aberr_eq {x y : Fin n → ℝ} {w : ℝ} (hw : w ≠ 0) (e : L (ray x) = w • ray y) :
    aberr L x = y := by
  rw [aberr, e]
  show (w * 1)⁻¹ • (w • y) = y
  rw [mul_one, smul_smul, inv_mul_cancel₀ hw, one_smul]
```

Conversely, if L(1, x) = w(1, y) with w ≠ 0, dividing the spatial part wy by the time component w returns y.

## Every direction is reached

```lean
lemma lorentz_surjective (h : IsOrthochronous L) : Function.Surjective L := by
  refine LinearMap.injective_iff_surjective.mp ((injective_iff_map_eq_zero L).mpr ?_)
  intro u hu
  -- pair `u` with its spatial reflection to get a sum of squares
  have k := h.preserves u (u.1, -u.2)
  rw [hu] at k
  simp only [mink, dotProduct_neg, Prod.fst_zero, Prod.snd_zero, zero_dotProduct, zero_mul,
    sub_zero, sub_neg_eq_add] at k
  have k2 : 0 ≤ u.2 ⬝ᵥ u.2 := Finset.sum_nonneg fun i _ => mul_self_nonneg _
  have k3 := mul_self_nonneg u.1
  exact Prod.ext (mul_self_eq_zero.mp (by linarith)) (dotProduct_self_eq_zero.mp (by linarith))
```

To show that L is surjective, first suppose Lu = 0 with u = (t, x). Pairing u with its spatial reflection gives

0 = ⟨Lu, L(t, −x)⟩ = ⟨(t, x), (t, −x)⟩ = t² + x·x.

So u = 0 and L is injective. A linear map from a finite-dimensional space to itself is then also surjective.

```lean
/-- Every direction `y` on the sky is the image of some direction `x`, with a positive factor
`w` in `L (1, x) = w (1, y)`. -/
theorem exists_source (h : IsOrthochronous L) {y : Fin n → ℝ} (hy : y ∈ sky n) :
    ∃ x ∈ sky n, ∃ w : ℝ, 0 < w ∧ L (ray x) = w • ray y := by
  have hy' : y ⬝ᵥ y = 1 := hy
  obtain ⟨u, hu⟩ := lorentz_surjective h (ray y)
  have hp := h.future
  have h1 := h.preserves (1, 0) (1, 0)
  have h2 := h.preserves (1, 0) u
  have h3 := h.preserves u u
  rw [hu] at h2 h3
  simp only [mink, ray, zero_dotProduct, hy', mul_one, one_mul, sub_zero, sub_self] at h1 h2 h3
  have cs := dot_sq_le (L (1, 0)).2 y
  rw [hy', mul_one] at cs
  have hq : (L (1, 0)).2 ⬝ᵥ y < (L (1, 0)).1 := lt_of_not_ge fun hc => by
    nlinarith [mul_self_le_mul_self hp.le hc]
  have hs : 0 < u.1 := by linarith
  refine ⟨u.1⁻¹ • u.2, ?_, u.1⁻¹, inv_pos.2 hs, ?_⟩
  · show (u.1⁻¹ • u.2) ⬝ᵥ (u.1⁻¹ • u.2) = 1
    have h4 : u.2 ⬝ᵥ u.2 = u.1 * u.1 := by linarith
    simp only [smul_dotProduct, dotProduct_smul, smul_eq_mul, h4]
    field_simp
  · have e : ray (u.1⁻¹ • u.2) = u.1⁻¹ • u :=
      Prod.ext (inv_mul_cancel₀ hs.ne').symm rfl
    rw [e, map_smul, hu]
```

Given a unit vector y, choose u = (s, S) with Lu = (1, y). Invariance of the product with (1, 0) gives

s = p − P·y.

By Cauchy–Schwarz, (P·y)² ≤ P·P = p² − 1 < p². As p > 0, this gives P·y < p, so s > 0. Moreover s² − S·S = ⟨(1, y), (1, y)⟩ = 0, so x = S/s is a unit vector, and

L(1, x) = (1/s)(1, y).

The factor w in the statement is 1/s.

## The image of a circle

```lean
/-- For spacelike `a`, the vector `L a` is spacelike and aberration carries the celestial circle
of `a` exactly onto the celestial circle of `L a`. -/
theorem aberr_image_circle (h : IsOrthochronous L) {a : Spacetime n} (ha : mink a a < 0) :
    mink (L a) (L a) < 0 ∧ aberr L '' celestialCircle a = celestialCircle (L a) := by
  refine ⟨by rwa [h.preserves], Set.ext fun y => ⟨?_, ?_⟩⟩
  · rintro ⟨x, ⟨hx, hax⟩, rfl⟩
    refine ⟨(map_ray h hx).2, ?_⟩
    have e := h.preserves a (ray x)
    rw [(map_ray h hx).1, mink_smul_right, hax] at e
    exact (mul_eq_zero.mp e).resolve_left (time_pos h hx).ne'
  · rintro ⟨hy, hay⟩
    obtain ⟨x, hx, w, hw, e⟩ := exists_source h hy
    refine ⟨x, ⟨hx, ?_⟩, aberr_eq hw.ne' e⟩
    rw [← h.preserves, e, mink_smul_right, hay, mul_zero]
```

The notation `aberr L '' celestialCircle a` means the set of all x′ with x in the circle of a. The theorem says that this image equals the circle of La, and that La is spacelike.

The second claim is ⟨La, La⟩ = ⟨a, a⟩ < 0, the only place where the proof uses that a is spacelike. The equality of sets needs two inclusions. If x lies on the circle of a, then

0 = ⟨a, (1, x)⟩ = ⟨La, L(1, x)⟩ = w⟨La, (1, x′)⟩,

and w > 0 makes the last product zero. If instead y lies on the circle of La, take x and w from `exists_source`. Then

⟨a, (1, x)⟩ = ⟨La, w(1, y)⟩ = w⟨La, (1, y)⟩ = 0,

and x′ = y by `aberr_eq`.

Without `preserves` the equality can fail. Take n = 2, L(t, x) = (t, 2x) and a = (0, (1, 0)). The circle of a is the pair ±(0, 1), which the formula for x′ sends to ±(0, 2). But La = (0, (2, 0)) has the circle ±(0, 1).

```lean
/-- The celestial circle of a spacelike vector consists of the directions at a fixed angle,
strictly between `0` and `π`, from a unit axis. -/
theorem circle_eq_angular {a : Spacetime n} (ha : mink a a < 0) :
    ∃ c ∈ sky n, ∃ θ ∈ Set.Ioo 0 π, celestialCircle a = angularCircle c θ := by
  have ha' : a.1 * a.1 - a.2 ⬝ᵥ a.2 < 0 := ha
  have hv : 0 < a.2 ⬝ᵥ a.2 := by nlinarith [mul_self_nonneg a.1]
  obtain ⟨r, hr, hrr⟩ : ∃ r : ℝ, 0 < r ∧ r * r = a.2 ⬝ᵥ a.2 :=
    ⟨Real.sqrt (a.2 ⬝ᵥ a.2), Real.sqrt_pos.2 hv, Real.mul_self_sqrt hv.le⟩
  have hlo : -1 < a.1 / r := by rw [lt_div_iff₀ hr]; nlinarith
  have hhi : a.1 / r < 1 := by rw [div_lt_iff₀ hr]; nlinarith
  have hcos := Real.cos_arccos hlo.le hhi.le
  refine ⟨r⁻¹ • a.2, ?_, Real.arccos (a.1 / r), ⟨Real.arccos_pos.2 hhi, ?_⟩, ?_⟩
  · show (r⁻¹ • a.2) ⬝ᵥ (r⁻¹ • a.2) = 1
    simp only [smul_dotProduct, dotProduct_smul, smul_eq_mul, ← hrr]
    field_simp
  · refine lt_of_le_of_ne (Real.arccos_le_pi _) fun e => ?_
    rw [e, Real.cos_pi] at hcos
    linarith
  · ext x
    simp only [celestialCircle, angularCircle, Set.mem_ofPred_eq]
    refine and_congr_right fun _ => ?_
    show a.1 * 1 - a.2 ⬝ᵥ x = 0 ↔ _
    rw [hcos, smul_dotProduct, smul_eq_mul, div_eq_inv_mul,
      mul_right_inj' (inv_ne_zero hr.ne')]
    constructor <;> intro k <;> linarith
```

This translates a spacelike a = (α, A) into an axis and an angle. Since A·A > α² ≥ 0, the length r = √(A·A) is positive, and we may set

c = A/r,

θ = arccos(α/r).

Here −1 < α/r < 1, so 0 < θ < π. Dividing α − A·x = 0 by r turns it into c·x = cos θ.

```lean
/-- Aberration carries the directions at angle `θ` from a unit axis, `0 < θ < π`, onto the
directions at some angle `θ'` from some unit axis, again with `0 < θ' < π`. -/
theorem aberr_image_angular (h : IsOrthochronous L) {c : Fin n → ℝ} (hc : c ∈ sky n)
    {θ : ℝ} (hθ : θ ∈ Set.Ioo 0 π) :
    ∃ c' ∈ sky n, ∃ θ' ∈ Set.Ioo 0 π,
      aberr L '' angularCircle c θ = angularCircle c' θ' := by
  have hc' : c ⬝ᵥ c = 1 := hc
  have ha : mink ((Real.cos θ, c) : Spacetime n) (Real.cos θ, c) < 0 := by
    show Real.cos θ * Real.cos θ - c ⬝ᵥ c < 0
    nlinarith [Real.sin_sq_add_cos_sq θ, pow_pos (Real.sin_pos_of_pos_of_lt_pi hθ.1 hθ.2) 2]
  have e : angularCircle c θ = celestialCircle (Real.cos θ, c) := by
    ext x
    simp only [celestialCircle, angularCircle, Set.mem_ofPred_eq]
    refine and_congr_right fun _ => ?_
    show _ ↔ Real.cos θ * 1 - c ⬝ᵥ x = 0
    constructor <;> intro k <;> linarith
  obtain ⟨hs, him⟩ := aberr_image_circle h ha
  rw [e, him]
  exact circle_eq_angular hs
```

For a unit axis c and 0 < θ < π, the vector a = (cos θ, c) has this angular circle as its celestial circle, and

⟨a, a⟩ = cos²θ − 1 = −sin²θ < 0.

The image is therefore the circle of the spacelike vector La, which the preceding theorem describes by a new axis c′ and a new angle θ′, again strictly between 0 and π. The statement gives their existence without a formula for them.

## Timelike vectors and an explicit boost

```lean
/-- For timelike `a` no direction on the sky has its ray orthogonal to `a`. -/
theorem circle_empty_of_timelike {a : Spacetime n} (ha : 0 < mink a a) :
    celestialCircle a = ∅ := by
  refine Set.eq_empty_iff_forall_notMem.mpr ?_
  rintro x ⟨hx, k⟩
  have hx' : x ⬝ᵥ x = 1 := hx
  have k' : a.1 * 1 - a.2 ⬝ᵥ x = 0 := k
  have ha' : 0 < a.1 * a.1 - a.2 ⬝ᵥ a.2 := ha
  have cs := dot_sq_le a.2 x
  rw [hx', mul_one, show a.2 ⬝ᵥ x = a.1 by linarith] at cs
  nlinarith
```

If a = (α, A) is timelike, its circle is empty. A unit vector x on it would satisfy α = A·x, and Cauchy–Schwarz would give α² ≤ A·A, against ⟨a, a⟩ > 0.

```lean
/-- The boost of rapidity `η` along the first axis of three-dimensional space. -/
def boost (η : ℝ) : Spacetime 3 →ₗ[ℝ] Spacetime 3 where
  toFun u := (Real.cosh η * u.1 + Real.sinh η * u.2 0,
    ![Real.sinh η * u.1 + Real.cosh η * u.2 0, u.2 1, u.2 2])
  map_add' u v := by
    refine Prod.ext ?_ (funext fun i => ?_)
    · simp
      ring
    · fin_cases i <;> simp
      ring
  map_smul' r u := by
    refine Prod.ext ?_ (funext fun i => ?_)
    · simp
      ring
    · fin_cases i <;> simp
      ring
```

Lean counts components from 0, so a vector of three-dimensional space is (x₀, x₁, x₂). The boost of rapidity η along the first axis is

t ↦ t cosh η + x₀ sinh η,

x₀ ↦ t sinh η + x₀ cosh η,

with x₁ and x₂ unchanged. The remaining lines verify linearity.

```lean
/-- The boost of any rapidity preserves the Minkowski product and has positive time-time
component. -/
theorem boost_witness (η : ℝ) : IsOrthochronous (boost η) := by
  have hb : ∀ u, boost η u = (Real.cosh η * u.1 + Real.sinh η * u.2 0,
    ![Real.sinh η * u.1 + Real.cosh η * u.2 0, u.2 1, u.2 2]) := fun _ => rfl
  constructor
  · intro u v
    simp only [mink, hb, dotProduct, Fin.sum_univ_three, Matrix.cons_val_zero,
      Matrix.cons_val_one, Matrix.cons_val]
    linear_combination (u.1 * v.1 - u.2 0 * v.2 0) * Real.cosh_sq η
  · have e : (boost η (1, 0)).1 = Real.cosh η := by simp [hb]
    rw [e]
    exact Real.cosh_pos η

end

end CelestialCircles
```

The boost satisfies both parts of the hypothesis. In the product of two transformed vectors (t, x) and (s, y), the mixed terms cancel and leave

(cosh²η − sinh²η)(ts − x₀y₀) − x₁y₁ − x₂y₂,

which is the original product because cosh²η − sinh²η = 1. The time component of the image of (1, 0) is cosh η > 0. The circle theorems therefore apply to a boost of any rapidity.

```lean
#print axioms CelestialCircles.aberr_image_angular
-- 'CelestialCircles.aberr_image_angular' depends on axioms: [propext, Classical.choice, Quot.sound]
#print axioms CelestialCircles.circle_empty_of_timelike
-- 'CelestialCircles.circle_empty_of_timelike' depends on axioms: [propext, Classical.choice, Quot.sound]
```
